# For $d\ge 1$, all rotation-invariant functions of $n$ vectors in $\mathbb R^d$ are mirror invariant exactly when $n<d$

Take a single vector $v=(a,b)$ in the plane and a function $f$ that no rotation changes. Its mirror image in the $x$ axis is $v'=(a,-b)$. To compare $f(v')$ with $f(v)$, first reflect in a line through the origin that contains $v$, which leaves $v$ where it is, and then reflect in the $x$ axis. Two reflections in succession make a rotation, and this rotation carries $v$ to $v'$. Hence $f(v')=f(v)$, although only rotations were assumed to be harmless.

With two vectors $(a,b)$ and $(a',b')$ the argument fails, because in general no line through the origin contains both. The signed area $ab'-ba'$ is unchanged by rotations and changes sign under reflections.

In $d$ dimensions the line becomes a hyperplane through the origin, and fewer than $d$ vectors always lie in one. For interatomic models in three dimensions, this means that a finite sum of two- and three-body terms, each translation and rotation invariant, has the same value for both enantiomers of a molecule. That suits an energy without parity-violating contributions, but it rules out such a sum as a model of a property that changes sign between enantiomers, such as optical rotation.

```lean
import Mathlib

open Matrix

namespace ChiralityBodyOrder

noncomputable section

variable {d n : ℕ} {ι α : Type*}
```

## Configurations and their symmetries

A configuration is a family of vectors $v_i\in\mathbb R^d$, written `ι → Fin d → ℝ`, where `ι` labels the vectors. A $d\times d$ real matrix $Q$ acts on all of them at once, $(Qv)_i=Qv_i$.

```lean
/-- The matrix `Q` acts simultaneously on all vectors of a configuration. -/
def transform (Q : Matrix (Fin d) (Fin d) ℝ) (v : ι → Fin d → ℝ) : ι → Fin d → ℝ :=
  fun i => Q *ᵥ v i
```

A rotation satisfies $Q^{\mathsf T}Q=1$ and $\det Q=1$. A function $f$ is rotation invariant if $f(Qv)=f(v)$ for every rotation $Q$ and every configuration $v$. Its values may lie in any type `α`, so a list of descriptors qualifies as well as an energy. Neither continuity nor symmetry under exchange of the vectors is required.

```lean
/-- Invariance under all simultaneous rotations (orthogonal maps of determinant one). -/
def RotationInvariant (f : (ι → Fin d → ℝ) → α) : Prop :=
  ∀ Q : Matrix (Fin d) (Fin d) ℝ, Qᵀ * Q = 1 → Q.det = 1 → ∀ v, f (transform Q v) = f v
```

Without the condition on the determinant, the same equation has to hold for reflections too. A function with this stronger property cannot tell a configuration from its mirror image.

```lean
/-- Invariance under all simultaneous orthogonal maps, reflections included. -/
def OrthogonalInvariant (f : (ι → Fin d → ℝ) → α) : Prop :=
  ∀ Q : Matrix (Fin d) (Fin d) ℝ, Qᵀ * Q = 1 → ∀ v, f (transform Q v) = f v
```

When the vectors are atomic positions, an isolated system also allows a common shift, $f(v_1+t,v_2+t,\dots)=f(v_1,v_2,\dots)$. An external field would in general break this invariance.

```lean
/-- Invariance under a common shift of all positions. -/
def TranslationInvariant (f : (ι → Fin d → ℝ) → α) : Prop :=
  ∀ (t : Fin d → ℝ) (v : ι → Fin d → ℝ), f (fun i => v i + t) = f v
```

For a unit vector $m$, the reflection in the hyperplane perpendicular to $m$ is $M=1-2mm^{\mathsf T}$. In the file `vecMulVec m m` is the matrix $mm^{\mathsf T}$. The definition accepts any $m$; the normalisation $m\cdot m=1$ enters as a hypothesis where it is needed.

```lean
/-- The matrix `1 - 2 m mᵀ`. For a unit vector `m` it is the reflection in the hyperplane
perpendicular to `m`. -/
def mirror (m : Fin d → ℝ) : Matrix (Fin d) (Fin d) ℝ :=
  1 - (2 : ℝ) • vecMulVec m m
```

The signed volume of $d$ vectors is the determinant of the matrix $V$ that has them as rows.

```lean
/-- The signed volume spanned by `d` vectors in `d` dimensions. -/
def signedVolume (v : Fin d → Fin d → ℝ) : ℝ := (Matrix.of v).det
```

## A common normal and its mirror

Let there be $n<d$ vectors. The linear map $w\mapsto(v_1\cdot w,\dots,v_n\cdot w)$ goes from $\mathbb R^d$ to $\mathbb R^n$. If it were injective, then $d\le n$ would follow. So some $w\neq0$ satisfies $v_i\cdot w=0$ for all $i$. Since $w\cdot w>0$, we can normalise:

$$m=\frac{w}{\sqrt{w\cdot w}},\qquad m\cdot m=1,\qquad v_i\cdot m=0 .$$

The proof follows this order: `hninj` is the dimension count, `w` is the kernel vector, and the last lines check the normalised vector.

```lean
/-- Fewer than `d` vectors in `d` dimensions have a common unit normal. -/
theorem exists_unit_normal [Fintype ι] (h : Fintype.card ι < d) (v : ι → Fin d → ℝ) :
    ∃ m : Fin d → ℝ, m ⬝ᵥ m = 1 ∧ ∀ i, v i ⬝ᵥ m = 0 := by
  -- the map `w ↦ (v i ⬝ᵥ w)` lowers the dimension, so it has a kernel
  have hninj : ¬ Function.Injective (Matrix.mulVecLin (Matrix.of v)) := by
    intro hinj
    have h1 := LinearMap.finrank_le_finrank_of_injective hinj
    simp only [Module.finrank_fintype_fun_eq_card, Fintype.card_fin] at h1
    omega
  rw [← LinearMap.ker_eq_bot, Submodule.eq_bot_iff] at hninj
  push Not at hninj
  obtain ⟨w, hw, hw0⟩ := hninj
  have hw' : ∀ i, v i ⬝ᵥ w = 0 := fun i => congrFun (LinearMap.mem_ker.mp hw) i
  have hpos : 0 < w ⬝ᵥ w :=
    lt_of_le_of_ne (Finset.sum_nonneg fun i _ => mul_self_nonneg (w i))
      (fun h0 => hw0 (dotProduct_self_eq_zero.mp h0.symm))
  have hs : Real.sqrt (w ⬝ᵥ w) ≠ 0 := (Real.sqrt_pos.mpr hpos).ne'
  have hsq := Real.mul_self_sqrt hpos.le
  refine ⟨(Real.sqrt (w ⬝ᵥ w))⁻¹ • w, ?_, fun i => ?_⟩
  · rw [smul_dotProduct, dotProduct_smul, smul_eq_mul, smul_eq_mul]
    nth_rewrite 3 [← hsq]
    rw [inv_mul_cancel_left₀ hs, inv_mul_cancel₀ hs]
  · rw [dotProduct_smul, hw' i, smul_zero]
```

The matrix $M$ is symmetric, and $m\cdot m=1$ makes $P=mm^{\mathsf T}$ a projector, $P^2=m(m\cdot m)m^{\mathsf T}=P$. Therefore

$$M^{\mathsf T}M=(1-2P)^2=1-4P+4P=1 .$$

For the determinant, write $M=1+AB$ with the column $A=-2m$ and the row $B=m^{\mathsf T}$. The identity $\det(1+AB)=\det(1+BA)$ reduces it to a $1\times1$ determinant:

$$\det M=1-2\,m\cdot m=-1 .$$

The facts `hP` and `hBA` are the two places where the normalisation is used.

```lean
/-- For a unit vector `m`, `mirror m` is an orthogonal map of determinant minus one. -/
theorem mirror_improper (m : Fin d → ℝ) (hm : m ⬝ᵥ m = 1) :
    (mirror m)ᵀ * mirror m = 1 ∧ (mirror m).det = -1 := by
  have hm' : ∑ k, m k * m k = 1 := hm
  constructor
  · have hT : (vecMulVec m m)ᵀ = vecMulVec m m := by
      ext i j
      exact mul_comm _ _
    -- the projector on the normal is idempotent
    have hP : vecMulVec m m * vecMulVec m m = vecMulVec m m := by
      ext i j
      simp only [Matrix.mul_apply, vecMulVec_apply]
      calc ∑ k, m i * m k * (m k * m j) = m i * m j * ∑ k, m k * m k := by
            rw [Finset.mul_sum]
            exact Finset.sum_congr rfl fun k _ => by ring
        _ = m i * m j := by rw [hm', mul_one]
    simp only [mirror, two_smul, transpose_sub, transpose_one, transpose_add, hT,
      sub_mul, mul_sub, add_mul, mul_add, one_mul, mul_one, hP]
    abel
  · -- the determinant reduces to that of a one by one matrix
    let A : Matrix (Fin d) (Fin 1) ℝ := Matrix.of fun i _ => -2 * m i
    let B : Matrix (Fin 1) (Fin d) ℝ := Matrix.of fun _ j => m j
    have hAB : mirror m = 1 + A * B := by
      ext i j
      simp only [mirror, A, B, Matrix.sub_apply, Matrix.add_apply, Matrix.smul_apply,
        vecMulVec_apply, Matrix.mul_apply, Matrix.of_apply, Fin.sum_univ_one, smul_eq_mul]
      ring
    have hBA : (B * A) 0 0 = -2 := by
      simp only [A, B, Matrix.mul_apply, Matrix.of_apply]
      calc ∑ k, m k * (-2 * m k) = -2 * ∑ k, m k * m k := by
            rw [Finset.mul_sum]
            exact Finset.sum_congr rfl fun k _ => by ring
        _ = -2 := by rw [hm', mul_one]
    rw [hAB, Matrix.det_one_add_mul_comm, Matrix.det_fin_one, Matrix.add_apply, hBA,
      Matrix.one_apply_eq]
    norm_num
```

A vector $v$ in the mirror plane has $v\cdot m=0$, so

$$Mv=v-2m\,(m\cdot v)=v .$$

```lean
/-- A mirror leaves every vector in its plane unchanged. -/
theorem mirror_fixes (m v : Fin d → ℝ) (h : v ⬝ᵥ m = 0) : mirror m *ᵥ v = v := by
  have h0 : vecMulVec m m *ᵥ v = 0 := by
    ext i
    change ∑ j, m i * m j * v j = 0
    calc ∑ j, m i * m j * v j = m i * ∑ j, v j * m j := by
          rw [Finset.mul_sum]
          exact Finset.sum_congr rfl fun j _ => by ring
      _ = 0 := by rw [show ∑ j, v j * m j = 0 from h, mul_zero]
  rw [mirror, two_smul, Matrix.sub_mulVec, Matrix.add_mulVec, Matrix.one_mulVec, h0,
    add_zero, sub_zero]
```

## Turning a reflection into a rotation

Let $f$ be rotation invariant, let all $v_i$ be perpendicular to the unit vector $m$, and let $Q$ be orthogonal. Taking determinants in $Q^{\mathsf T}Q=1$ gives $(\det Q)^2=1$. If $\det Q=1$, there is nothing left to show. If $\det Q=-1$, set $R=QM$. Then

$$R^{\mathsf T}R=M^{\mathsf T}Q^{\mathsf T}QM=1,\qquad \det R=(-1)(-1)=1,\qquad Rv_i=QMv_i=Qv_i .$$

So $R$ is a rotation that acts on this configuration just as $Q$ does, and $f(Qv)=f(Rv)=f(v)$.

The number of vectors plays no part here, only the common normal. In three dimensions the statement therefore covers any number of vectors that lie in one plane through the origin. In the proof, `rcases` separates the two determinants and `hsame` is the equality $Rv=Qv$.

```lean
/-- On any number of vectors with a common unit normal, a rotation-invariant function
takes the same value before and after every orthogonal map. -/
theorem planar_achiral {f : (ι → Fin d → ℝ) → α} (hf : RotationInvariant f)
    (v : ι → Fin d → ℝ) (m : Fin d → ℝ) (hm : m ⬝ᵥ m = 1) (hv : ∀ i, v i ⬝ᵥ m = 0)
    (Q : Matrix (Fin d) (Fin d) ℝ) (hQ : Qᵀ * Q = 1) : f (transform Q v) = f v := by
  have hdet := congrArg Matrix.det hQ
  rw [Matrix.det_mul, Matrix.det_transpose, Matrix.det_one] at hdet
  rcases mul_self_eq_one_iff.mp hdet with h | h
  · exact hf Q hQ h v
  · -- compose the improper map with the mirror that fixes the configuration
    obtain ⟨hM, hMdet⟩ := mirror_improper m hm
    have hsame : transform (Q * mirror m) v = transform Q v := by
      funext i
      change (Q * mirror m) *ᵥ v i = Q *ᵥ v i
      rw [← Matrix.mulVec_mulVec, mirror_fixes m (v i) (hv i)]
    rw [← hsame]
    refine hf _ ?_ ?_ v
    · rw [Matrix.transpose_mul, Matrix.mul_assoc, ← Matrix.mul_assoc Qᵀ, hQ,
        Matrix.one_mul, hM]
    · rw [Matrix.det_mul, h, hMdet]
      norm_num
```

## The signed volume separates mirror images

Applying $Q$ to each row of $V$ gives the matrix $VQ^{\mathsf T}$, so

$$\det(VQ^{\mathsf T})=\det Q\,\det V .$$

This holds for every square matrix $Q$. A rotation keeps the signed volume, and an improper orthogonal map reverses its sign.

```lean
/-- Applying any square matrix `Q` to all the vectors multiplies the signed volume by `det Q`. -/
theorem signedVolume_transform (Q : Matrix (Fin d) (Fin d) ℝ) (v : Fin d → Fin d → ℝ) :
    signedVolume (transform Q v) = Q.det * signedVolume v := by
  have h : Matrix.of (transform Q v) = Matrix.of v * Qᵀ := by
    ext i j
    change ∑ k, Q j k * v i k = ∑ k, v i k * Q j k
    exact Finset.sum_congr rfl fun k _ => mul_comm _ _
  rw [signedVolume, h, Matrix.det_mul, Matrix.det_transpose, mul_comm, signedVolume]
```

Both directions of the equivalence are now within reach. If $n<d$, the vectors have a common unit normal, and the previous argument applies to every orthogonal $Q$.

If $n\ge d$, let $f(v)$ be the signed volume of the first $d$ vectors, which is rotation invariant. Choose those vectors to be the standard basis and the remaining ones zero, so that $f=1$. The mirror with its normal along the first axis turns this value into $-1$, so $f$ is not mirror invariant.

The Lean theorem quantifies over all real-valued `f` on the left of `↔`. In the proof, `Fin.castLE hle` selects the first $d$ vectors and `e` is the test configuration. The hypothesis `1 ≤ d` provides the first axis; in zero dimensions there is no reflection, and the equivalence would fail. For $d\ge2$ the function $f$ used here changes sign when two of the first $d$ vectors are exchanged, so this proof does not settle whether the converse holds for permutation-symmetric functions alone.

```lean
/-- In `d ≥ 1` dimensions, all rotation-invariant functions of `n` vectors are invariant
under reflections too exactly when `n < d`. -/
theorem achiral_iff_fewer_than_dimension (hd : 1 ≤ d) :
    (∀ f : (Fin n → Fin d → ℝ) → ℝ, RotationInvariant f → OrthogonalInvariant f) ↔ n < d := by
  constructor
  · intro H
    by_contra hn
    have hle : d ≤ n := not_lt.mp hn
    -- the signed volume of the first `d` vectors distinguishes mirror images
    have hrot : RotationInvariant
        (fun v : Fin n → Fin d → ℝ => signedVolume fun i => v (Fin.castLE hle i)) := by
      intro Q _ hdet v
      have h := signedVolume_transform Q (fun i => v (Fin.castLE hle i))
      rw [hdet, one_mul] at h
      exact h
    obtain ⟨hM, hMdet⟩ := mirror_improper (Pi.single (⟨0, hd⟩ : Fin d) (1 : ℝ)) (by simp)
    let e : Fin n → Fin d → ℝ := fun i j => if i.val = j.val then 1 else 0
    have he : signedVolume (fun i => e (Fin.castLE hle i)) = 1 := by
      have h1 : Matrix.of (fun i => e (Fin.castLE hle i)) = 1 := by
        ext i j
        simp [e, Matrix.one_apply, Fin.ext_iff]
      rw [signedVolume, h1, Matrix.det_one]
    have h2 : signedVolume (transform _ fun i => e (Fin.castLE hle i)) =
        signedVolume (fun i => e (Fin.castLE hle i)) := H _ hrot _ hM e
    rw [signedVolume_transform, hMdet, he] at h2
    norm_num at h2
  · intro hn f hf Q hQ v
    obtain ⟨m, hm, hv⟩ := exists_unit_normal (by simpa using hn) v
    exact planar_achiral hf v m hm hv Q hQ
```

## From vectors to atoms

Let $E$ be a translation- and rotation-invariant function of $n+1\le d$ atomic positions $x_0,\dots,x_n$. Measured from atom $0$, the positions become $y_i=x_i-x_0$ with $y_0=0$. Only $n<d$ of these vectors can be nonzero, so all of them share a unit normal. For orthogonal $Q$,

$$E(Qx)=E(Qy+Qx_0)=E(Qy)=E(y)=E(y+x_0)=E(x),$$

where adding a single vector means shifting every atom by it. The outer steps use translation invariance and the middle one uses the mirror argument. The closing `calc` is this chain, with `e1` and `e2` supplying the two decompositions into differences and a shift.

```lean
/-- A translation- and rotation-invariant energy of `n + 1 ≤ d` atoms is invariant
under all orthogonal maps. -/
theorem cluster_achiral (hn : n + 1 ≤ d) {E : (Fin (n + 1) → Fin d → ℝ) → α}
    (hT : TranslationInvariant E) (hR : RotationInvariant E) : OrthogonalInvariant E := by
  intro Q hQ x
  -- measured from the first atom, only `n` vectors remain
  obtain ⟨m, hm, hx⟩ := exists_unit_normal (ι := Fin n) (by simpa using hn)
    (fun i => x i.succ - x 0)
  have hy : ∀ i, (x i - x 0) ⬝ᵥ m = 0 := by
    intro i
    refine Fin.cases ?_ hx i
    rw [sub_self, zero_dotProduct]
  have e1 : (fun i => transform Q (fun i => x i - x 0) i + Q *ᵥ x 0) = transform Q x := by
    funext i
    simp only [transform, Matrix.mulVec_sub, sub_add_cancel]
  have e2 : (fun i => (x i - x 0) + x 0) = x := by
    funext i
    exact sub_add_cancel _ _
  calc E (transform Q x) = E (transform Q fun i => x i - x 0) := by rw [← e1]; exact hT _ _
    _ = E (fun i => x i - x 0) := planar_achiral hR _ m hm hy Q hQ
    _ = E x := (hT (x 0) _).symm.trans (congrArg E e2)
```

For a larger structure, consider

$$E_{\rm tot}(x)=\sum_{c\in C}V_c\bigl(x_{c(0)},\dots,x_{c(n)}\bigr),\qquad n+1\le d .$$

If every $V_c$ is translation and rotation invariant, each term is unchanged by every orthogonal map, and hence so is the sum, however many atoms the structure contains.

Here `C` is a finite set of tuples of atoms, so infinite lattice sums are not included. The potential `V c` may depend on the tuple and thus on the chemical elements. A tuple may repeat an atom, which leaves room for terms of lower body order. Each term has to be invariant on its own, as `hT` and `hR` require; invariance of the total alone would not be enough for this argument.

```lean
/-- A total energy summed over clusters of `n + 1 ≤ d` atoms, with translation- and
rotation-invariant terms, is the same for a structure and its mirror image. -/
theorem bodyOrdered_energy_achiral {Atom : Type*} (hn : n + 1 ≤ d)
    (C : Finset (Fin (n + 1) → Atom))
    (V : (Fin (n + 1) → Atom) → (Fin (n + 1) → Fin d → ℝ) → ℝ)
    (hT : ∀ c ∈ C, TranslationInvariant (V c)) (hR : ∀ c ∈ C, RotationInvariant (V c)) :
    OrthogonalInvariant (fun x : Atom → Fin d → ℝ => ∑ c ∈ C, V c (fun a => x (c a))) := by
  intro Q hQ x
  exact Finset.sum_congr rfl fun c hc =>
    cluster_achiral hn (hT c hc) (hR c hc) Q hQ (fun a => x (c a))
```

With one more atom the restriction disappears. For $d+1$ positions, take the signed volume of the differences $x_1-x_0,\dots,x_d-x_0$. A common shift cancels in every difference. Since $Qx_i-Qx_0=Q(x_i-x_0)$, a linear map multiplies the volume by $\det Q$.

In three dimensions this is the triple product of the vectors from one atom to three others, a four-body quantity. Whenever it is nonzero, its sign distinguishes the arrangement of these labelled atoms from its mirror image.

```lean
/-- For `d + 1` atoms, the signed volume of the positions relative to the first atom is
translation invariant and is multiplied by `det Q` under a linear map `Q`. -/
theorem simplex_volume_chiral :
    TranslationInvariant
      (fun x : Fin (d + 1) → Fin d → ℝ => signedVolume fun i => x i.succ - x 0) ∧
    ∀ (Q : Matrix (Fin d) (Fin d) ℝ) (x : Fin (d + 1) → Fin d → ℝ),
      signedVolume (fun i => transform Q x i.succ - transform Q x 0) =
        Q.det * signedVolume (fun i => x i.succ - x 0) := by
  constructor
  · intro t x
    simp only [add_sub_add_right_eq_sub]
  · intro Q x
    rw [← signedVolume_transform]
    congr 1
    funext i
    simp only [transform, Matrix.mulVec_sub]

end

end ChiralityBodyOrder
```

```lean
#print axioms ChiralityBodyOrder.achiral_iff_fewer_than_dimension
#print axioms ChiralityBodyOrder.bodyOrdered_energy_achiral
#print axioms ChiralityBodyOrder.simplex_volume_chiral
```

```
'ChiralityBodyOrder.achiral_iff_fewer_than_dimension' depends on axioms: [propext, Classical.choice, Quot.sound]
'ChiralityBodyOrder.bodyOrdered_energy_achiral' depends on axioms: [propext, Classical.choice, Quot.sound]
'ChiralityBodyOrder.simplex_volume_chiral' depends on axioms: [propext, Classical.choice, Quot.sound]
```
